# Harmonic repulsion in a trap: the correlated Gaussian exceeds the Gaussian Hartree product in mean square separation and position

## Two particles as a function of two real variables

The state of two particles on a line is modelled here as a real function $\psi(x,y)$ of their positions, not as a vector in a Hilbert space. The Hamiltonian acts on it by differentiation, and an eigenfunction satisfies its equation at every point. With $\hbar=1$ and unit masses,

$$H=-\tfrac12(\partial_x^2+\partial_y^2)+\tfrac{\omega^2}{2}(x^2+y^2)-\tfrac{\kappa}{2}(x-y)^2 .$$

Here $\omega>0$ is the trap frequency and $\kappa>0$ the strength of a harmonic repulsion. It takes the place of the Coulomb repulsion, but its force grows with the separation instead of falling off. The condition $2\kappa<\omega^2$ says that the trap still confines the relative motion.

In this one-dimensional model, the Gaussian mean-field product has a smaller mean square separation and a narrower density than the correlated Gaussian eigenfunction, whose exponent for $x-y$ differs from that for $x+y$.

## The correlated eigenfunction

Put $s=x+y$, $r=x-y$ and $\psi=e^{-as^2/4-br^2/4}$. Then

$$\partial_x^2\psi=\Big[\tfrac{(as+br)^2}{4}-\tfrac{a+b}{2}\Big]\psi,\qquad \partial_y^2\psi=\Big[\tfrac{(as-br)^2}{4}-\tfrac{a+b}{2}\Big]\psi .$$

Since $x^2+y^2=(s^2+r^2)/2$, adding the potential gives

$$\frac{H\psi}{\psi}=\frac{a+b}{2}+\frac{(\omega^2-a^2)s^2}{4}+\frac{(\omega^2-2\kappa-b^2)r^2}{4}.$$

This is constant exactly when $a^2=\omega^2$ and $b^2=\omega^2-2\kappa$. The positive solutions are $a=\omega$ and $b=\nu=\sqrt{\omega^2-2\kappa}$.

## The Hartree orbital

For $\varphi=e^{-cx^2/2}$ with $c>0$, the normalised density has mean square position $1/(2c)$, so the average of $(x-y)^2$ over $y$ is $x^2+1/(2c)$. With $\varphi''=(c^2x^2-c)\varphi$, the Hartree operator multiplies $\varphi$ by

$$\frac c2-\frac{\kappa}{4c}+\frac{(\omega^2-\kappa-c^2)x^2}{2}.$$

Self-consistency therefore means $c=\Omega=\sqrt{\omega^2-\kappa}$. The product $\varphi(x)\varphi(y)$ is the pair Gaussian with $a=b=\Omega$.

## Means and their comparison

For $a,b>0$, completing the square gives

$$\psi^2=e^{-qx^2}e^{-p(y+dx)^2},\quad p=\tfrac{a+b}{2},\quad q=\tfrac{2ab}{a+b},\quad d=\tfrac{a-b}{a+b}.$$

Integrating $(ue^{-pu^2})'=(1-2pu^2)e^{-pu^2}$ over the line shows that $u^2$ has mean $1/(2p)$. With $u=y+dx$ we have $x-y=(1+d)x-u$, and the cross term vanishes by symmetry. Hence

$$\langle x^2\rangle=\frac1{2q}=\frac14\Big(\frac1a+\frac1b\Big),\qquad \langle (x-y)^2\rangle=\frac{(1+d)^2}{2q}+\frac1{2p}=\frac1b .$$

The Hartree means are $1/(2\Omega)$ and $1/\Omega$. Since $\nu<\Omega$, the correlated separation $1/\nu$ is larger. For the position we need $(\omega+\nu)\Omega>2\omega\nu$. Now $\Omega^2-\omega\nu=(\omega-\nu)^2/2>0$, so

$$(\omega+\nu)^2\Omega^2-4\omega^2\nu^2=(\omega-\nu)^2\Omega^2+4\omega\nu(\Omega^2-\omega\nu)>0 .$$

## What the Lean theorems say

`pairGaussian` and `orbital` are unnormalised; `expect` divides by the integral of $\psi^2$, and `hartreeOperator` by that of $\varphi^2$.

`correlated_means_exceed_hartree` states the two Hartree values and the two strict inequalities. It takes positive `ν` and `Ω` with prescribed squares, which is the same as taking the square roots above; `0 < ν` contains the condition $2\kappa<\omega^2$. That these exponents belong to an eigenfunction and to a self-consistent orbital is the content of `eigenfunction_iff` and `hartree_iff`.

Both characterisations range over Gaussians only. Whether other Hartree solutions exist, and whether either state is a ground state, is not treated here. The pair function is symmetric, as for a spin singlet, but spin does not appear.

```lean
import Mathlib

open MeasureTheory Real

namespace HarmonicCoulombHole

noncomputable section

/-- Gaussian pair function with exponent `a` for the sum and `b` for the difference of the
two coordinates. -/
def pairGaussian (a b x y : ℝ) : ℝ := Real.exp (-a * (x + y) ^ 2 / 4 - b * (x - y) ^ 2 / 4)

/-- Gaussian orbital with exponent `c`. -/
def orbital (c x : ℝ) : ℝ := Real.exp (-c * x ^ 2 / 2)

/-- Two unit-mass particles in a harmonic trap of frequency `ω` with harmonic
interaction `-κ (x - y)² / 2`. -/
def hamiltonian (ω κ : ℝ) (ψ : ℝ → ℝ → ℝ) (x y : ℝ) : ℝ :=
  -(deriv (deriv fun s => ψ s y) x + deriv (deriv fun s => ψ x s) y) / 2
    + (ω ^ 2 * (x ^ 2 + y ^ 2) / 2 - κ * (x - y) ^ 2 / 2) * ψ x y

/-- Hartree operator: one particle in the trap and in the interaction averaged over the other
particle in the orbital `φ`, for square-integrable nonzero `φ` with finite second moment. -/
def hartreeOperator (ω κ : ℝ) (φ : ℝ → ℝ) (x : ℝ) : ℝ :=
  -deriv (deriv φ) x / 2 + (ω ^ 2 * x ^ 2 / 2
    - κ / 2 * ((∫ y, (x - y) ^ 2 * φ y ^ 2) / (∫ y, φ y ^ 2))) * φ x

/-- Expectation value of `f` in the real state `ψ`, for square-integrable nonzero `ψ` and
`f` integrable against `ψ²`. -/
def expect (ψ f : ℝ → ℝ → ℝ) : ℝ :=
  (∫ x, ∫ y, f x y * ψ x y ^ 2) / (∫ x, ∫ y, ψ x y ^ 2)

/-- Second derivative of the exponential of a quadratic polynomial. -/
theorem deriv_deriv_exp_quadratic (A B C x : ℝ) :
    deriv (deriv fun s : ℝ => Real.exp (A * s ^ 2 + B * s + C)) x
      = ((2 * A * x + B) ^ 2 + 2 * A) * Real.exp (A * x ^ 2 + B * x + C) := by
  have h : ∀ s : ℝ, HasDerivAt (fun s : ℝ => Real.exp (A * s ^ 2 + B * s + C))
      ((2 * A * s + B) * Real.exp (A * s ^ 2 + B * s + C)) s := by
    intro s
    have hq : HasDerivAt (fun s : ℝ => A * s ^ 2 + B * s + C) (2 * A * s + B) s :=
      ((((hasDerivAt_pow 2 s).const_mul A).fun_add
        ((hasDerivAt_id' s).const_mul B)).add_const C).congr_deriv (by norm_num; ring)
    exact hq.exp.congr_deriv (by ring)
  rw [funext fun s => (h s).deriv]
  have hl : HasDerivAt (fun s : ℝ => 2 * A * s + B) (2 * A) x :=
    (((hasDerivAt_id' x).const_mul (2 * A)).add_const B).congr_deriv (by ring)
  exact ((hl.fun_mul (h x)).congr_deriv (by ring)).deriv

/-- The Hamiltonian multiplies a Gaussian pair function by a constant plus terms quadratic
in the sum and the difference of the coordinates. -/
theorem hamiltonian_pairGaussian (ω κ a b x y : ℝ) :
    hamiltonian ω κ (pairGaussian a b) x y = ((a + b) / 2 + (ω ^ 2 - a ^ 2) * (x + y) ^ 2 / 4
      + (ω ^ 2 - 2 * κ - b ^ 2) * (x - y) ^ 2 / 4) * pairGaussian a b x y := by
  have hq : ∀ s t, pairGaussian a b s t = Real.exp (-(a + b) / 4 * s ^ 2
      + (-(a - b) * t / 2) * s + (-(a + b) / 4 * t ^ 2)) :=
    fun s t => by unfold pairGaussian; congr 1; ring
  have hsym : ∀ s t, pairGaussian a b s t = pairGaussian a b t s :=
    fun s t => by unfold pairGaussian; congr 1; ring
  have dx : ∀ x y, deriv (deriv fun s => pairGaussian a b s y) x
      = ((2 * (-(a + b) / 4) * x + -(a - b) * y / 2) ^ 2 + 2 * (-(a + b) / 4))
        * pairGaussian a b x y := by
    intro x y
    simp only [hq]
    exact deriv_deriv_exp_quadratic _ _ _ _
  -- exchange symmetry gives the derivative in the second coordinate
  have dy : deriv (deriv fun s => pairGaussian a b x s) y
      = deriv (deriv fun s => pairGaussian a b s x) y :=
    congrArg (fun f => deriv (deriv f) y) (funext fun s => hsym x s)
  show -(deriv (deriv fun s => pairGaussian a b s y) x
    + deriv (deriv fun s => pairGaussian a b x s) y) / 2 + _ = _
  rw [dy, dx x y, dx y x, hsym y x]
  ring

/-- For real `a` and `b` of any sign, `pairGaussian a b` satisfies the eigenvalue equation at every
point, for some constant `E`, exactly when `a² = ω²` and `b² = ω² - 2κ`. -/
theorem eigenfunction_iff (ω κ a b : ℝ) :
    (∃ E, ∀ x y, hamiltonian ω κ (pairGaussian a b) x y = E * pairGaussian a b x y)
      ↔ a ^ 2 = ω ^ 2 ∧ b ^ 2 = ω ^ 2 - 2 * κ := by
  constructor
  · rintro ⟨E, hE⟩
    have k := fun x y => mul_right_cancel₀ (Real.exp_pos _).ne'
      ((hamiltonian_pairGaussian ω κ a b x y).symm.trans (hE x y))
    exact ⟨by linear_combination k 0 0 - k 1 1, by linear_combination k 0 0 - k 1 (-1)⟩
  · rintro ⟨h1, h2⟩
    exact ⟨(a + b) / 2, fun x y => by rw [hamiltonian_pairGaussian, h1, h2]; ring⟩

/-- Integral of a quadratic polynomial against a Gaussian of positive exponent `p`. -/
theorem integral_quadratic_gaussian {p : ℝ} (hp : 0 < p) (A B C : ℝ) :
    ∫ u : ℝ, (A + B * u + C * u ^ 2) * Real.exp (-p * u ^ 2)
      = (A + C / (2 * p)) * √(π / p) := by
  have i0 := integrable_exp_neg_mul_sq hp
  have i1 := integrable_mul_exp_neg_mul_sq hp
  have i2 : Integrable fun u : ℝ => u ^ 2 * Real.exp (-p * u ^ 2) := by
    have h := integrable_rpow_mul_exp_neg_mul_sq hp (s := 2) (by norm_num)
    simpa only [Real.rpow_two] using h
  have i3 : Integrable fun u : ℝ => B * (u * Real.exp (-p * u ^ 2))
      + C * (u ^ 2 * Real.exp (-p * u ^ 2)) - C / (2 * p) * Real.exp (-p * u ^ 2) :=
    ((i1.const_mul B).add (i2.const_mul C)).sub (i0.const_mul _)
  -- this combination is a total derivative
  have z := integral_eq_zero_of_hasDerivAt_of_integrable
    (f := fun u : ℝ => -B / (2 * p) * Real.exp (-p * u ^ 2)
      + -C / (2 * p) * (u * Real.exp (-p * u ^ 2))) (fun u => by
      have he : HasDerivAt (fun u : ℝ => Real.exp (-p * u ^ 2))
          (Real.exp (-p * u ^ 2) * (-p * (2 * u))) u :=
        ((hasDerivAt_pow 2 u).const_mul (-p)).exp.congr_deriv (by norm_num)
      exact ((he.const_mul (-B / (2 * p))).fun_add
        (((hasDerivAt_id' u).fun_mul he).const_mul (-C / (2 * p)))).congr_deriv
          (by field_simp; ring)) i3 ((i0.const_mul _).add (i1.const_mul _))
  calc _ = ∫ u : ℝ, ((A + C / (2 * p)) * Real.exp (-p * u ^ 2)
        + (B * (u * Real.exp (-p * u ^ 2)) + C * (u ^ 2 * Real.exp (-p * u ^ 2))
          - C / (2 * p) * Real.exp (-p * u ^ 2))) := by
        congr 1; funext u; ring
    _ = _ := by
        rw [integral_add (i0.const_mul (A + C / (2 * p))) i3, z, add_zero,
          integral_const_mul, integral_gaussian]

/-- A Gaussian orbital of positive exponent `c` solves the Hartree equation exactly when
`c² = ω² - κ`. -/
theorem hartree_iff {ω κ c : ℝ} (hc : 0 < c) :
    (∃ ε, ∀ x, hartreeOperator ω κ (orbital c) x = ε * orbital c x)
      ↔ c ^ 2 = ω ^ 2 - κ := by
  have ho : orbital c = fun s => Real.exp (-c / 2 * s ^ 2 + 0 * s + 0) := by
    funext s; unfold orbital; congr 1; ring
  have hs : ∀ y, orbital c y ^ 2 = Real.exp (-c * y ^ 2) := by
    intro y
    rw [orbital, pow_two (Real.exp _), ← Real.exp_add]
    congr 1; ring
  have d2 : ∀ x, deriv (deriv (orbital c)) x = ((c * x) ^ 2 - c) * orbital c x := by
    intro x
    rw [ho, deriv_deriv_exp_quadratic]
    ring
  have num : ∀ x, ∫ y, (x - y) ^ 2 * orbital c y ^ 2
      = (x ^ 2 + 1 / (2 * c)) * √(π / c) := by
    intro x
    rw [← integral_quadratic_gaussian hc (x ^ 2) (-2 * x) 1]
    congr 1; funext y; rw [hs]; ring
  have den : ∫ y, orbital c y ^ 2 = √(π / c) := by
    simp only [hs]
    exact integral_gaussian c
  have hN : √(π / c) ≠ 0 := (Real.sqrt_pos.mpr (div_pos Real.pi_pos hc)).ne'
  have loc : ∀ x, hartreeOperator ω κ (orbital c) x
      = (c / 2 - κ / (4 * c) + (ω ^ 2 - κ - c ^ 2) * x ^ 2 / 2) * orbital c x := by
    intro x
    rw [hartreeOperator, d2, num, den, mul_div_cancel_right₀ _ hN]
    ring
  constructor
  · rintro ⟨ε, hε⟩
    have k := fun x => mul_right_cancel₀ (Real.exp_pos _).ne' ((loc x).symm.trans (hε x))
    linear_combination 2 * k 0 - 2 * k 1
  · intro h
    exact ⟨c / 2 - κ / (4 * c), fun x => by rw [loc, h]; ring⟩

/-- Mean square separation and mean square position of the first particle in a Gaussian pair
function with positive exponents. -/
theorem expect_pairGaussian {a b : ℝ} (ha : 0 < a) (hb : 0 < b) :
    expect (pairGaussian a b) (fun x y => (x - y) ^ 2) = 1 / b
      ∧ expect (pairGaussian a b) (fun x _ => x ^ 2) = (1 / a + 1 / b) / 4 := by
  obtain ⟨p, hp⟩ : ∃ p, p = (a + b) / 2 := ⟨_, rfl⟩
  obtain ⟨q, hq⟩ : ∃ q, q = 2 * a * b / (a + b) := ⟨_, rfl⟩
  obtain ⟨d, hd⟩ : ∃ d, d = (a - b) / (a + b) := ⟨_, rfl⟩
  have p0 : 0 < p := by rw [hp]; positivity
  have q0 : 0 < q := by rw [hq]; positivity
  -- complete the square in the second coordinate
  have hsq : ∀ x y, pairGaussian a b x y ^ 2
      = Real.exp (-q * x ^ 2) * Real.exp (-p * (y + d * x) ^ 2) := by
    intro x y
    rw [pairGaussian, pow_two (Real.exp _), ← Real.exp_add, ← Real.exp_add]
    congr 1
    rw [hp, hq, hd]
    field_simp
    ring
  have key : ∀ c k t : ℝ, ∫ x, ∫ y, (c + k * x ^ 2 + t * (x - y) ^ 2) * pairGaussian a b x y ^ 2
      = (c + k * ((1 / a + 1 / b) / 4) + t * (1 / b)) * (√(π / q) * √(π / p)) := by
    intro c k t
    have inner : ∀ x, ∫ y, (c + k * x ^ 2 + t * (x - y) ^ 2) * pairGaussian a b x y ^ 2
        = Real.exp (-q * x ^ 2)
          * ((c + (k + t * (1 + d) ^ 2) * x ^ 2 + t / (2 * p)) * √(π / p)) := by
      intro x
      rw [← integral_quadratic_gaussian p0 _ (-2 * t * (1 + d) * x) t,
        ← integral_add_right_eq_self (fun u : ℝ => (c + (k + t * (1 + d) ^ 2) * x ^ 2
          + -2 * t * (1 + d) * x * u + t * u ^ 2) * Real.exp (-p * u ^ 2)) (d * x),
        ← integral_const_mul]
      congr 1; funext y; rw [hsq]; ring
    have alg : c + t / (2 * p) + (k + t * (1 + d) ^ 2) / (2 * q)
        = c + k * ((1 / a + 1 / b) / 4) + t * (1 / b) := by
      rw [hp, hq, hd]
      field_simp
      ring
    simp only [inner]
    rw [← alg, ← mul_assoc, ← integral_quadratic_gaussian q0 (c + t / (2 * p)) 0,
      ← integral_mul_const]
    congr 1; funext x; ring
  have hN : √(π / q) * √(π / p) ≠ 0 := by positivity
  have den := key 1 0 0
  have sep := key 0 0 1
  have pos := key 0 1 0
  simp only [zero_mul, add_zero, zero_add, one_mul] at den sep pos
  unfold expect
  rw [den, sep, pos]
  exact ⟨mul_div_cancel_right₀ _ hN, mul_div_cancel_right₀ _ hN⟩

/-- For a repulsion `κ > 0` and positive `ω`, `ν`, `Ω` with `ν² = ω² - 2κ` and `Ω² = ω² - κ`,
the mean square separation and position in the correlated Gaussian exceed the values `1/Ω`
and `1/(2Ω)` of the Hartree product. -/
theorem correlated_means_exceed_hartree {ω κ ν Ω : ℝ} (hω : 0 < ω) (hκ : 0 < κ)
    (ν0 : 0 < ν) (ν2 : ν ^ 2 = ω ^ 2 - 2 * κ) (Ω0 : 0 < Ω) (Ω2 : Ω ^ 2 = ω ^ 2 - κ) :
    (expect (fun x y => orbital Ω x * orbital Ω y) (fun x y => (x - y) ^ 2) = 1 / Ω
      ∧ 1 / Ω < expect (pairGaussian ω ν) (fun x y => (x - y) ^ 2))
    ∧ (expect (fun x y => orbital Ω x * orbital Ω y) (fun x _ => x ^ 2) = 1 / (2 * Ω)
      ∧ 1 / (2 * Ω) < expect (pairGaussian ω ν) (fun x _ => x ^ 2)) := by
  have hprod : (fun x y => orbital Ω x * orbital Ω y) = pairGaussian Ω Ω := by
    funext x y
    rw [orbital, orbital, pairGaussian, ← Real.exp_add]
    congr 1; ring
  obtain ⟨e1, e2⟩ := expect_pairGaussian hω ν0
  obtain ⟨f1, f2⟩ := expect_pairGaussian Ω0 Ω0
  rw [hprod, e1, e2, f1, f2]
  have hlt : ν < Ω := by nlinarith
  have hne : 0 < ω - ν := by nlinarith
  -- the geometric mean of the exact exponents lies below the Hartree exponent
  have hgm : 0 < Ω ^ 2 - ω * ν := by nlinarith [mul_pos hne hne]
  have hmain : 2 * (ω * ν) < (ω + ν) * Ω := by
    refine lt_of_pow_lt_pow_left₀ 2 (by positivity) ?_
    nlinarith [mul_pos (mul_pos hω ν0) hgm, sq_nonneg ((ω - ν) * Ω)]
  refine ⟨⟨rfl, one_div_lt_one_div_of_lt ν0 hlt⟩, by ring, ?_⟩
  have hdiff : (1 / ω + 1 / ν) / 4 - 1 / (2 * Ω)
      = ((ω + ν) * Ω - 2 * (ω * ν)) / (4 * ω * ν * Ω) := by
    field_simp
    ring
  have hpos : 0 < ((ω + ν) * Ω - 2 * (ω * ν)) / (4 * ω * ν * Ω) :=
    div_pos (by linarith) (by positivity)
  linarith

end

end HarmonicCoulombHole
```

```lean
#print axioms HarmonicCoulombHole.eigenfunction_iff
#print axioms HarmonicCoulombHole.hartree_iff
#print axioms HarmonicCoulombHole.correlated_means_exceed_hartree
```

```
'HarmonicCoulombHole.eigenfunction_iff' depends on axioms: [propext, Classical.choice, Quot.sound]
'HarmonicCoulombHole.hartree_iff' depends on axioms: [propext, Classical.choice, Quot.sound]
'HarmonicCoulombHole.correlated_means_exceed_hartree' depends on axioms: [propext, Classical.choice, Quot.sound]
```

## From the calculation to the proof

`deriv_deriv_exp_quadratic` supplies the second derivatives. `hamiltonian_pairGaussian` uses it for $x$ and obtains the $y$ derivative by exchange symmetry. `eigenfunction_iff` cancels the exponential and compares the point $(0,0)$ with $(1,1)$ and $(1,-1)$, which isolates the two coefficients. `hartree_iff` does the same with $x=0$ and $x=1$.

`integral_quadratic_gaussian` contains the total-derivative argument, including integrability. In `expect_pairGaussian`, `hsq` completes the square and `key` integrates $c+k x^2+t(x-y)^2$ against $\psi^2$, first over $y$ after a shift, then over $x$. Here $c$ is any real constant, not the orbital exponent. Three choices of $(c,k,t)$ give the norm and both numerators.

In the last theorem, `hprod` rewrites the Hartree product as a pair Gaussian, `hgm` is $\omega\nu<\Omega^2$, and `hmain` compares squares by the final identity above.
